# In the independent-patch model of thermionic emission, the effective work function is at most the area average

A hot surface made of patches with different work functions emits like a uniform surface whose work function is at most the area average of the patch values. The two are equal only when all patches agree, and on cooling towards zero temperature the effective value tends to the lowest work function present. This holds for finitely many patches that emit independently, with one common Richardson prefactor and fixed work functions.

## One current from many patches

A polycrystalline cathode exposes facets with different work functions, but a measurement of its total current at a known temperature gives a single number. How is that number related to the patch values?

Label the patches by \(i\), with area fractions \(f_i>0\), \(\sum_i f_i=1\), and work functions \(W_i\). In Lean the labels form a finite type `ι`, and `f` and `W` are real functions on it.

```lean
import Mathlib

open Filter Topology

namespace PatchyThermionicEmitter

noncomputable section

variable {ι : Type*} [Fintype ι]
```

The letter \(T\) stands for the thermal energy, which textbooks write \(k_BT\), so \(T\) and \(W_i\) share one unit. A uniform surface with work function \(w\) emits the Richardson current density \(A\,T^2e^{-w/T}\). The prefactor \(A\) is therefore the usual Richardson constant divided by \(k_B^2\).

```lean
/-- Richardson current density of a uniform surface with work function `w` at thermal
energy `T ≠ 0`, with Richardson prefactor `A`. -/
def richardson (A T w : ℝ) : ℝ := A * T ^ 2 * Real.exp (-w / T)
```

The patchy surface emits the area-weighted sum of these currents,
\[
J=\sum_i f_i\,A\,T^2e^{-W_i/T}.
\]

```lean
/-- Current density of a patchy surface: the Richardson currents of the patches, weighted
by their area fractions `f i`, at thermal energy `T ≠ 0`. -/
def patchCurrent (A T : ℝ) (f W : ι → ℝ) : ℝ := ∑ i, f i * richardson A T (W i)
```

This additivity is an assumption of the model: each patch emits as if it were alone, whereas on a real cathode the fields between neighbouring patches can change the barrier in front of them. The common prefactor and the temperature-independent work functions are further assumptions.

Write \(Z\) for the weighted sum of Boltzmann factors,
\[
Z=\sum_i f_i\,e^{-W_i/T}.
\]

```lean
/-- Sum of the Boltzmann factors of the patches, weighted by area, at thermal energy
`T ≠ 0`. -/
def boltzmannSum (T : ℝ) (f W : ι → ℝ) : ℝ := ∑ i, f i * Real.exp (-W i / T)
```

The effective work function is \(W_{\rm eff}=-T\ln Z\). It belongs to the current at one temperature and is in general different from the work function read off the slope of a Richardson plot.

```lean
/-- Effective work function of a patchy surface, for thermal energy `T ≠ 0` and a positive
Boltzmann sum. -/
def effectiveWorkFunction (T : ℝ) (f W : ι → ℝ) : ℝ := -T * Real.log (boltzmannSum T f W)
```

## (a) Positivity of the Boltzmann sum

**Task.** Show that the logarithm in \(W_{\rm eff}\) has a positive argument:
\[
Z>0 .
\]

**Solution.** The fractions sum to one, so there is at least one patch. Every term \(f_ie^{-W_i/T}\) is a product of positive numbers, and a non-empty sum of positive terms is positive.

```lean
/-- For positive area fractions that sum to one, the Boltzmann sum is positive. -/
theorem boltzmannSum_pos {f : ι → ℝ} (hf : ∀ i, 0 < f i) (hsum : ∑ i, f i = 1)
    (T : ℝ) (W : ι → ℝ) : 0 < boltzmannSum T f W := by
  rcases isEmpty_or_nonempty ι with h | h
  · simp at hsum
  · exact Finset.sum_pos (fun i _ => mul_pos (hf i) (Real.exp_pos _)) Finset.univ_nonempty
```

The case split treats an empty set of patches first; there the sum of the fractions would be 0, which contradicts `hsum`.

## (b) The equivalent uniform emitter

**Task.** For \(A>0\) and \(T>0\), show that exactly one uniform surface reproduces the patchy current:
\[
A\,T^2e^{-w/T}=J\quad\Longleftrightarrow\quad w=W_{\rm eff}.
\]

**Solution.** By definition \(-W_{\rm eff}/T=\ln Z\), and \(Z>0\), so \(e^{-W_{\rm eff}/T}=Z\). Taking the common factor out of the current gives
\[
J=A\,T^2\sum_i f_ie^{-W_i/T}=A\,T^2Z=A\,T^2e^{-W_{\rm eff}/T}.
\]
The left-hand condition is thus \(A\,T^2e^{-w/T}=A\,T^2e^{-W_{\rm eff}/T}\). Dividing by \(A\,T^2>0\) and using that the exponential is injective gives \(-w/T=-W_{\rm eff}/T\), hence \(w=W_{\rm eff}\). The converse is substitution.

```lean
/-- For positive area fractions that sum to one, `A > 0` and `T > 0`, a uniform surface emits the
same current as the patchy one with the same `A` and `T` exactly when its work function is the
effective one. -/
theorem richardson_eq_patchCurrent_iff {f : ι → ℝ} (hf : ∀ i, 0 < f i)
    (hsum : ∑ i, f i = 1) (W : ι → ℝ) {A T : ℝ} (hA : 0 < A) (hT : 0 < T) (w : ℝ) :
    richardson A T w = patchCurrent A T f W ↔ w = effectiveWorkFunction T f W := by
  have hexp : Real.exp (-effectiveWorkFunction T f W / T) = boltzmannSum T f W := by
    have h : -effectiveWorkFunction T f W / T = Real.log (boltzmannSum T f W) := by
      unfold effectiveWorkFunction
      field_simp
    rw [h, Real.exp_log (boltzmannSum_pos hf hsum T W)]
  have hP : patchCurrent A T f W = richardson A T (effectiveWorkFunction T f W) := by
    unfold patchCurrent
    rw [richardson, hexp, boltzmannSum, Finset.mul_sum]
    refine Finset.sum_congr rfl fun i _ => ?_
    unfold richardson
    ring
  rw [hP]
  constructor
  · intro h
    have hne : A * T ^ 2 ≠ 0 := by positivity
    have h1 := Real.exp_injective (mul_left_cancel₀ hne h)
    have h2 := (div_left_inj' hT.ne').1 h1
    linarith
  · intro h
    rw [h]
```

Here `hexp` is the identity \(e^{-W_{\rm eff}/T}=Z\) and `hP` is the rewritten current. The cancellation and the injectivity follow in `h1`.

## (c) Patches that all agree

**Task.** Let \(W_i=w\) for every \(i\), and \(T>0\). Show that
\[
W_{\rm eff}=w .
\]

**Solution.** The Boltzmann factor is common to all terms, so \(Z=e^{-w/T}\sum_i f_i=e^{-w/T}\). Then \(W_{\rm eff}=-T\,(-w/T)=w\).

```lean
/-- If all patches have the same work function `w`, the area fractions sum to one and
`T > 0`, the effective work function is `w`. -/
theorem effective_of_uniform {f W : ι → ℝ} (hsum : ∑ i, f i = 1) {T w : ℝ} (hT : 0 < T)
    (hW : ∀ i, W i = w) : effectiveWorkFunction T f W = w := by
  have hZ : boltzmannSum T f W = Real.exp (-w / T) := by
    simp only [boltzmannSum, hW]
    rw [← Finset.sum_mul, hsum, one_mul]
  rw [effectiveWorkFunction, hZ, Real.log_exp]
  field_simp
```

Only the normalisation of the fractions is used, so the theorem does not ask for their positivity.

## (d) Two patches that differ

**Task.** Let \(T>0\) and let at least two patches have different work functions. Show that
\[
W_{\rm eff}<\sum_i f_iW_i .
\]

**Solution.** Write \(m=\sum_i f_iW_i\). If every \(W_i\) were equal to \(m\), no two would differ, so some patch \(k\) has \(W_k\neq m\). The tangent inequality \(e^x\ge 1+x\), strict for \(x\neq0\), gives
\[
e^{-W_i/T}=e^{-m/T}e^{(m-W_i)/T}\ \ge\ e^{-m/T}\left(1+\frac{m-W_i}{T}\right),
\]
with strict inequality for \(i=k\). Multiply by \(f_i>0\) and sum:
\[
Z>e^{-m/T}\left(\sum_i f_i+\frac{m\sum_i f_i-\sum_i f_iW_i}{T}\right)=e^{-m/T}.
\]
Taking logarithms gives \(\ln Z>-m/T\), and multiplication by \(-T\) reverses the sign: \(W_{\rm eff}<m\).

```lean
/-- For positive area fractions that sum to one and `T > 0`, two patches with different work
functions put the effective work function strictly below the area average. -/
theorem effective_lt_average {f W : ι → ℝ} (hf : ∀ i, 0 < f i) (hsum : ∑ i, f i = 1)
    {T : ℝ} (hT : 0 < T) (hW : ∃ i j, W i ≠ W j) :
    effectiveWorkFunction T f W < ∑ i, f i * W i := by
  obtain ⟨m, hm⟩ : ∃ m, ∑ i, f i * W i = m := ⟨_, rfl⟩
  rw [hm]
  -- some patch differs from the average
  obtain ⟨k, hk⟩ : ∃ k, W k ≠ m := by
    by_contra hcon
    have hall : ∀ i, W i = m := fun i => by
      by_contra hi
      exact hcon ⟨i, hi⟩
    obtain ⟨i, j, hij⟩ := hW
    exact hij ((hall i).trans (hall j).symm)
  have hsplit : ∀ i, Real.exp (-W i / T)
      = Real.exp (-m / T) * Real.exp ((m - W i) / T) := fun i => by
    rw [← Real.exp_add]
    congr 1
    ring
  -- the tangent to the exponential at the average sums to the uniform Boltzmann factor
  have htan : ∑ i, f i * (Real.exp (-m / T) * ((m - W i) / T + 1)) = Real.exp (-m / T) := by
    have h : ∑ i, f i * (Real.exp (-m / T) * ((m - W i) / T + 1))
        = Real.exp (-m / T) * (m / T + 1) * ∑ i, f i
          - Real.exp (-m / T) / T * ∑ i, f i * W i := by
      rw [Finset.mul_sum, Finset.mul_sum, ← Finset.sum_sub_distrib]
      refine Finset.sum_congr rfl fun i _ => ?_
      ring
    rw [h, hsum, hm]
    ring
  have hlt : Real.exp (-m / T) < boltzmannSum T f W := by
    rw [← htan, boltzmannSum]
    refine Finset.sum_lt_sum (fun i _ => ?_) ⟨k, Finset.mem_univ k, ?_⟩
    · rw [hsplit i]
      exact mul_le_mul_of_nonneg_left (mul_le_mul_of_nonneg_left
        (Real.add_one_le_exp _) (Real.exp_pos _).le) (hf i).le
    · rw [hsplit k]
      have hne : (m - W k) / T ≠ 0 := div_ne_zero (sub_ne_zero.2 hk.symm) hT.ne'
      exact mul_lt_mul_of_pos_left (mul_lt_mul_of_pos_left
        (Real.add_one_lt_exp hne) (Real.exp_pos _)) (hf k)
  have hlog := Real.log_lt_log (Real.exp_pos _) hlt
  rw [Real.log_exp, div_lt_iff₀ hT] at hlog
  unfold effectiveWorkFunction
  linarith
```

The fact `hsplit` factors the exponential about the average, and `htan` evaluates the sum of the tangent terms. `Finset.sum_lt_sum` needs the weak inequality for every patch and the strict one for patch `k`.

## (e) Bounds from the lowest patch

**Task.** Now let \(k\) be a patch of lowest work function, \(W_k\le W_i\) for all \(i\), and let \(T>0\). Show that
\[
W_k\ \le\ W_{\rm eff}\ \le\ W_k-T\ln f_k .
\]

**Solution.** No Boltzmann factor exceeds that of patch \(k\), so \(Z\le e^{-W_k/T}\sum_i f_i=e^{-W_k/T}\). Keeping only the term of patch \(k\) gives \(Z\ge f_ke^{-W_k/T}\). The logarithms satisfy
\[
\ln f_k-\frac{W_k}{T}\ \le\ \ln Z\ \le\ -\frac{W_k}{T},
\]
and multiplication by \(-T\) gives both bounds. For example, if the lowest patch covers 1 % of the area and \(T=0.1\) eV, then \(W_{\rm eff}\) lies at most about 0.46 eV above \(W_k\).

```lean
/-- For positive area fractions that sum to one and `T > 0`, the effective work function lies
above the lowest work function `W k` by at most `-T ln (f k)`. -/
theorem effective_bounds {f W : ι → ℝ} (hf : ∀ i, 0 < f i) (hsum : ∑ i, f i = 1)
    {k : ι} (hk : ∀ i, W k ≤ W i) {T : ℝ} (hT : 0 < T) :
    W k ≤ effectiveWorkFunction T f W ∧
      effectiveWorkFunction T f W ≤ W k - T * Real.log (f k) := by
  have hcancel : T * (-W k / T) = -W k := by field_simp
  constructor
  · -- every Boltzmann factor is at most that of patch k
    have hZ : boltzmannSum T f W ≤ Real.exp (-W k / T) := by
      calc boltzmannSum T f W ≤ ∑ i, f i * Real.exp (-W k / T) := by
            refine Finset.sum_le_sum fun i _ => mul_le_mul_of_nonneg_left ?_ (hf i).le
            exact Real.exp_le_exp.2
              (div_le_div_of_nonneg_right (neg_le_neg (hk i)) hT.le)
        _ = Real.exp (-W k / T) := by rw [← Finset.sum_mul, hsum, one_mul]
    have hlog := Real.log_le_log (boltzmannSum_pos hf hsum T W) hZ
    rw [Real.log_exp] at hlog
    have h := mul_le_mul_of_nonneg_left hlog hT.le
    unfold effectiveWorkFunction
    linarith
  · -- patch k alone bounds the sum from below
    have hZ : f k * Real.exp (-W k / T) ≤ boltzmannSum T f W :=
      Finset.single_le_sum (f := fun i => f i * Real.exp (-W i / T))
        (fun i _ => (mul_pos (hf i) (Real.exp_pos _)).le) (Finset.mem_univ k)
    have hlog := Real.log_le_log (mul_pos (hf k) (Real.exp_pos _)) hZ
    rw [Real.log_mul (hf k).ne' (Real.exp_pos _).ne', Real.log_exp] at hlog
    have h := mul_le_mul_of_nonneg_left hlog hT.le
    rw [mul_add, hcancel] at h
    unfold effectiveWorkFunction
    linarith
```

The two halves of the proof are the two estimates of \(Z\), each followed by the monotonicity of the logarithm. `Finset.single_le_sum` is the step that keeps one term.

## (f) Area average and cold limit

**Task.** With \(k\) as in (e), show for every \(T>0\) that
\[
W_{\rm eff}\le\sum_i f_iW_i,\qquad W_{\rm eff}=\sum_i f_iW_i\iff W_i=W_j\ \text{for all } i,j,
\]
and that
\[
\lim_{T\to0^+}W_{\rm eff}=W_k .
\]

**Solution.** If all patches agree, their common value is \(W_k\), the average is \(W_k\sum_i f_i=W_k\), and (c) gives \(W_{\rm eff}=W_k\). If two patches differ, (d) gives strict inequality, so equality is impossible. These cases settle the first two claims. For the limit, \(T\ln f_k\to0\) because \(f_k\) is fixed, so both bounds in (e) tend to \(W_k\) and enclose \(W_{\rm eff}\).

```lean
/-- For positive area fractions that sum to one, the effective work function at any `T > 0` is
at most the area average, with equality exactly when all work functions coincide; as `T` tends
to zero from above it tends to the lowest work function `W k`. -/
theorem patchy_emitter {f W : ι → ℝ} (hf : ∀ i, 0 < f i) (hsum : ∑ i, f i = 1)
    {k : ι} (hk : ∀ i, W k ≤ W i) :
    (∀ T : ℝ, 0 < T → effectiveWorkFunction T f W ≤ ∑ i, f i * W i ∧
      (effectiveWorkFunction T f W = ∑ i, f i * W i ↔ ∀ i j, W i = W j)) ∧
    Tendsto (fun T => effectiveWorkFunction T f W) (𝓝[>] 0) (𝓝 (W k)) := by
  constructor
  · intro T hT
    by_cases h : ∀ i j, W i = W j
    · have havg : ∑ i, f i * W i = W k := by
        rw [Finset.sum_congr rfl fun i _ => by rw [h i k], ← Finset.sum_mul, hsum, one_mul]
      have heq : effectiveWorkFunction T f W = ∑ i, f i * W i := by
        rw [havg]
        exact effective_of_uniform hsum hT fun i => h i k
      exact ⟨heq.le, fun _ => h, fun _ => heq⟩
    · have hlt := effective_lt_average hf hsum hT (by push Not at h; exact h)
      exact ⟨hlt.le, fun heq => absurd heq hlt.ne, fun hall => absurd hall h⟩
  · -- squeeze between the two bounds
    have hc : Continuous fun T : ℝ => W k - T * Real.log (f k) :=
      continuous_const.sub (continuous_id.mul continuous_const)
    have hup : Tendsto (fun T : ℝ => W k - T * Real.log (f k)) (𝓝[>] 0) (𝓝 (W k)) := by
      have h := (hc.tendsto 0).mono_left (nhdsWithin_le_nhds (s := Set.Ioi 0))
      rwa [zero_mul, sub_zero] at h
    refine tendsto_of_tendsto_of_tendsto_of_le_of_le' tendsto_const_nhds hup ?_ ?_
    · filter_upwards [self_mem_nhdsWithin] with T hT
      exact (effective_bounds hf hsum hk hT).1
    · filter_upwards [self_mem_nhdsWithin] with T hT
      exact (effective_bounds hf hsum hk hT).2
```

The hypothesis `hk` says that `k` is a lowest patch; a finite, non-empty set of patches always has one. `by_cases` makes the distinction between equal and differing patches, and the filter `𝓝[>] 0` expresses the approach to zero through positive \(T\) only.

Fractions that are merely non-negative are not enough for the equality criterion or the cold limit. Take \(f=(0,1)\) and \(W=(1,2)\) in eV. Then \(W_{\rm eff}=2\) eV at every \(T>0\). This equals the average although the work functions differ, and it does not tend to the minimum of 1 eV.

For electronic-structure work, this means that an area average of work functions computed facet by facet is an upper bound on the effective thermionic value, as long as the computed values hold at the temperature of emission and the facets emit independently with the same prefactor.

## (g) The hot limit

**Task.** Show that the area average returns at high temperature:
\[
\lim_{T\to\infty}W_{\rm eff}=\sum_i f_iW_i .
\]

**Solution.** Put \(s=1/T\) and \(g(s)=\ln\sum_i f_ie^{-W_is}\). Since the fractions sum to one, \(g(0)=\ln 1=0\) and
\[
g'(0)=\frac{-\sum_i f_iW_i}{\sum_i f_i}=-\sum_i f_iW_i .
\]
Therefore
\[
W_{\rm eff}=-\frac{g(s)}{s}=-\frac{g(s)-g(0)}{s}\ \longrightarrow\ -g'(0)=\sum_i f_iW_i\qquad(s\to0^+).
\]

```lean
/-- For area fractions that sum to one, the effective work function tends to the area average
as the temperature tends to infinity. -/
theorem effective_tendsto_average {f : ι → ℝ} (hsum : ∑ i, f i = 1) (W : ι → ℝ) :
    Tendsto (fun T => effectiveWorkFunction T f W) atTop (𝓝 (∑ i, f i * W i)) := by
  -- differentiate the logarithm of the Boltzmann sum at zero inverse temperature
  have hterm : ∀ i, HasDerivAt (fun s : ℝ => f i * Real.exp (-W i * s)) (f i * -W i) 0 :=
    fun i => ((((hasDerivAt_id' (0 : ℝ)).const_mul (-W i)).exp).const_mul (f i)).congr_deriv
      (by simp)
  have hs : HasDerivAt (fun s : ℝ => ∑ i, f i * Real.exp (-W i * s)) (∑ i, f i * -W i) 0 :=
    HasDerivAt.fun_sum fun i _ => hterm i
  have hl : HasDerivAt (fun s : ℝ => Real.log (∑ i, f i * Real.exp (-W i * s)))
      (-∑ i, f i * W i) 0 :=
    (hs.log (by simp [hsum])).congr_deriv (by simp [hsum])
  have hinv : Tendsto (fun T : ℝ => T⁻¹) atTop (𝓝[≠] 0) :=
    tendsto_inv_atTop_nhdsGT_zero.mono_right
      (nhdsWithin_mono _ fun x hx => (Set.mem_Ioi.1 hx).ne')
  have key := ((hasDerivAt_iff_tendsto_slope_zero.1 hl).comp hinv).neg
  rw [neg_neg] at key
  refine key.congr fun T => ?_
  simp [effectiveWorkFunction, boltzmannSum, hsum, div_eq_mul_inv]

end

end PatchyThermionicEmitter
```

The derivatives of the single terms, of their sum and of its logarithm are `hterm`, `hs` and `hl`. The fact `hinv` supplies \(1/T\to0\) through non-zero values, and `key` is the limit of the difference quotient. No solid is heated without bound; physically, the limit describes patches whose work functions differ by much less than \(T\).

```lean
#print axioms PatchyThermionicEmitter.richardson_eq_patchCurrent_iff
#print axioms PatchyThermionicEmitter.effective_lt_average
#print axioms PatchyThermionicEmitter.patchy_emitter
#print axioms PatchyThermionicEmitter.effective_tendsto_average
```

```
'PatchyThermionicEmitter.richardson_eq_patchCurrent_iff' depends on axioms: [propext, Classical.choice, Quot.sound]
'PatchyThermionicEmitter.effective_lt_average' depends on axioms: [propext, Classical.choice, Quot.sound]
'PatchyThermionicEmitter.patchy_emitter' depends on axioms: [propext, Classical.choice, Quot.sound]
'PatchyThermionicEmitter.effective_tendsto_average' depends on axioms: [propext, Classical.choice, Quot.sound]
```
